# Ehrenfest relations for two C² Gibbs functions with equal entropy and volume along a curve

Let each phase have a molar Gibbs function $g(T,p)$, entropy $s=-g_T$ and volume $v=g_p$, where subscripts $T$ and $p$ denote partial derivatives. Suppose that two phases have equal entropy and equal volume all along a line $p(T)$. I know the claim that the jumps in heat capacity, expansivity and compressibility across such a line are then tied to its slope, and that the Prigogine–Defay ratio equals one. Which smoothness and nonvanishing conditions are enough for this? I would like to see a rigorous derivation, together with a machine-checked proof in Lean.

## Response functions and the line

The response functions are
$$c_p=T\,s_T,\qquad \alpha=\frac{v_T}{v},\qquad \kappa=-\frac{v_p}{v}.$$
A jump is phase 2 minus phase 1, for example $\Delta\alpha=\alpha_2-\alpha_1$, and $p'$ is the slope of the line at the temperature considered. Both Gibbs functions are twice continuously differentiable (C²) at the point in question. The equalities of entropy and volume hold on the line throughout a neighbourhood of that point, so they can be differentiated.

## From equal first derivatives to related jumps

For a differentiable state function $f$, the chain rule gives
$$\frac{d}{dT}f(T,p(T))=f_T+f_p\,p'.$$

Put $G=g_1-g_2$. On the line $G_T=0$ and $G_p=0$. Applying the chain rule to each, and using $G_{Tp}=G_{pT}$, gives
$$G_{TT}+G_{Tp}\,p'=0,\qquad G_{Tp}+G_{pp}\,p'=0.$$
Multiply the first equation by $G_{pp}$, the second by $G_{Tp}$, and subtract. The slope terms cancel, leaving
$$G_{TT}G_{pp}=G_{Tp}^2.$$
Nothing has been divided by, so a horizontal line is included.

For the measurable quantities, differentiate $s_1=s_2$ along the line. The Maxwell relation $s_p=-v_T$ turns the result into
$$s_{1,T}-v_{1,T}\,p'=s_{2,T}-v_{2,T}\,p'.$$
Multiply by $T$ and write $v_{i,T}=v\alpha_i$, where $v\neq0$ is the common volume:
$$\Delta c_p=T\,v\,\Delta\alpha\,p'.$$
Differentiating $v_1=v_2$ gives $v\alpha_1-v\kappa_1p'=v\alpha_2-v\kappa_2p'$, hence
$$\Delta\alpha=\Delta\kappa\,p'.$$
Multiplying the first relation by $\Delta\kappa$ and inserting the second yields $\Delta c_p\,\Delta\kappa=T\,v\,(\Delta\alpha)^2$. If $T$, $v$ and $\Delta\alpha$ are nonzero,
$$\frac{\Delta c_p\,\Delta\kappa}{T\,v\,(\Delta\alpha)^2}=1.$$

There is also a converse. If the two linear relations for $G$ hold along the entire curve, then $G_T$ and $G_p$ have zero derivative along it. Each is constant, and vanishes everywhere on the curve if it vanishes at one point.

A Landau-type term produces such a line. Take $g_1=g$ and $g_2=g-cA^2$, with $g$ and $A$ twice continuously differentiable, $c$ a constant and $A(T,p)=0$ on the curve. The gradient of the extra term is $-2cA\nabla A$, which is zero there. For instance, $g_1=p$ and $g_2=p-c(p-T)^2$, in reduced units, have the line $p=T$ with $v=1$ and $\Delta\alpha=2c$. This pair is a mathematical illustration, not a model of a real material: phase 1 has zero heat capacity and zero compressibility, and on the line phase 2 has $c_p=2cT$ and $\kappa=2c$, which are negative for $c<0$ and $T>0$.

## What the Lean statements say

A state is a pair in `ℝ × ℝ`, temperature first. `dT` and `dP` are the Fréchet derivative applied to the directions $(1,0)$ and $(0,1)$; thus `dT (dP G)` is $G_{Tp}$. The definitions `entropy`, `volume`, `heatCapacity`, `expansivity` and `compressibility` follow the formulas above.

`SecondOrderLine g₁ g₂ p p' T` collects the physical assumptions: both functions are C² at `(T, p T)`, the curve has slope `p'` at `T`, and the phases agree in entropy and volume for all temperatures near `T`. That last condition, written `∀ᶠ t in 𝓝 T`, stands for a continuous transition without latent heat or volume change. It is assumed, not derived from a microscopic model.

- `ehrenfest` states the two linear relations and the determinant identity for any $G$ that is C² at the point and whose first partials vanish along the curve near it.
- `ehrenfest_phases` states the two jump relations, assuming nonzero common volume.
- `prigogine_defay` states that the ratio is one, assuming also that $T$ and $\Delta\alpha$ are nonzero.
- `ehrenfest_converse` takes $G$ to be C² on the whole plane and the curve to be differentiable at every real temperature.
- `landau_line` and `secondOrderLine_witness` supply the construction, with $g$ and $A$ taken to be C² on the whole plane, and the example; for $c\neq0$ the expansivity jump is nonzero.

The C² condition requires each Gibbs function to extend smoothly across the line, as mean-field branches often do. Transitions with a diverging heat capacity are not covered. The structure does not say which phase is stable, nor does it require $g_1=g_2$ on the line. For a mean-field simulation whose two branches satisfy these assumptions, the relations offer a consistency check on the computed jumps.

```lean
import Mathlib

open Filter Topology

namespace EhrenfestRelations

noncomputable section

/-- Partial derivative with respect to temperature of a function of the state `(T, p)`, at a state
where the function is differentiable. -/
def dT (f : ℝ × ℝ → ℝ) (x : ℝ × ℝ) : ℝ := fderiv ℝ f x (1, 0)

/-- Partial derivative with respect to pressure of a function of the state `(T, p)`, at a state
where the function is differentiable. -/
def dP (f : ℝ × ℝ → ℝ) (x : ℝ × ℝ) : ℝ := fderiv ℝ f x (0, 1)

/-- Molar entropy `s = -∂g/∂T` of a phase with molar Gibbs function `g`. -/
def entropy (g : ℝ × ℝ → ℝ) (x : ℝ × ℝ) : ℝ := -dT g x

/-- Molar volume `v = ∂g/∂p` of a phase with molar Gibbs function `g`. -/
def volume (g : ℝ × ℝ → ℝ) (x : ℝ × ℝ) : ℝ := dP g x

/-- Molar heat capacity at constant pressure, `c = T ∂s/∂T`. -/
def heatCapacity (g : ℝ × ℝ → ℝ) (x : ℝ × ℝ) : ℝ := x.1 * dT (entropy g) x

/-- Thermal expansivity `α = (∂v/∂T) / v`, for states with nonzero volume. -/
def expansivity (g : ℝ × ℝ → ℝ) (x : ℝ × ℝ) : ℝ := dT (volume g) x / volume g x

/-- Isothermal compressibility `κ = -(∂v/∂p) / v`, for states with nonzero volume. -/
def compressibility (g : ℝ × ℝ → ℝ) (x : ℝ × ℝ) : ℝ := -dP (volume g) x / volume g x

/-- Near temperature `T` the curve `p`, of slope `p'` at `T`, is a line on which two phases have
equal entropy and equal volume; both Gibbs functions are C² at the point `(T, p T)`. -/
structure SecondOrderLine (g₁ g₂ : ℝ × ℝ → ℝ) (p : ℝ → ℝ) (p' T : ℝ) : Prop where
  smooth₁ : ContDiffAt ℝ 2 g₁ (T, p T)
  smooth₂ : ContDiffAt ℝ 2 g₂ (T, p T)
  slope : HasDerivAt p p' T
  entropy_eq : ∀ᶠ t in 𝓝 T, entropy g₁ (t, p t) = entropy g₂ (t, p t)
  volume_eq : ∀ᶠ t in 𝓝 T, volume g₁ (t, p t) = volume g₂ (t, p t)

/-- The first partial derivatives of a function that is C² at a state are differentiable there. -/
theorem differentiableAt_partials {g : ℝ × ℝ → ℝ} {x : ℝ × ℝ} (hg : ContDiffAt ℝ 2 g x) :
    DifferentiableAt ℝ (dT g) x ∧ DifferentiableAt ℝ (dP g) x := by
  have h : DifferentiableAt ℝ (fderiv ℝ g) x :=
    (hg.fderiv_right (m := 1) (by norm_num)).differentiableAt (by norm_num)
  exact ⟨h.clm_apply (differentiableAt_const _), h.clm_apply (differentiableAt_const _)⟩

/-- The mixed second partial derivatives of a function that is C² at a state agree there. -/
theorem mixed_partials {g : ℝ × ℝ → ℝ} {x : ℝ × ℝ} (hg : ContDiffAt ℝ 2 g x) :
    dP (dT g) x = dT (dP g) x := by
  have h : DifferentiableAt ℝ (fderiv ℝ g) x :=
    (hg.fderiv_right (m := 1) (by norm_num)).differentiableAt (by norm_num)
  have hd : ∀ v w : ℝ × ℝ,
      fderiv ℝ (fun y => fderiv ℝ g y v) x w = fderiv ℝ (fderiv ℝ g) x w v := by
    intro v w
    rw [(h.hasFDerivAt.clm_apply (hasFDerivAt_const v x)).fderiv]
    simp
  change fderiv ℝ (fun y => fderiv ℝ g y (1, 0)) x (0, 1)
    = fderiv ℝ (fun y => fderiv ℝ g y (0, 1)) x (1, 0)
  rw [hd, hd]
  exact (hg.isSymmSndFDerivAt (by simp)).eq _ _

/-- Maxwell relation `∂s/∂p = -∂v/∂T` at a state where the Gibbs function is C². -/
theorem maxwell_relation {g : ℝ × ℝ → ℝ} {x : ℝ × ℝ} (hg : ContDiffAt ℝ 2 g x) :
    dP (entropy g) x = -dT (volume g) x := by
  have h : fderiv ℝ (entropy g) x = -fderiv ℝ (dT g) x :=
    (differentiableAt_partials hg).1.hasFDerivAt.neg.fderiv
  have h' : dP (entropy g) x = -dP (dT g) x := by
    unfold dP
    rw [h]
    rfl
  rw [h', mixed_partials hg]
  rfl

/-- Along a curve `p(T)` of slope `p'`, a differentiable state function `f` changes at the rate
`∂f/∂T + (∂f/∂p) p'`. -/
theorem hasDerivAt_along {f : ℝ × ℝ → ℝ} {p : ℝ → ℝ} {p' T : ℝ}
    (hf : DifferentiableAt ℝ f (T, p T)) (hp : HasDerivAt p p' T) :
    HasDerivAt (fun t => f (t, p t)) (dT f (T, p T) + dP f (T, p T) * p') T := by
  have hc : HasDerivAt (fun t => (t, p t)) ((1 : ℝ), p') T := (hasDerivAt_id T).prodMk hp
  have h := HasFDerivAt.comp_hasDerivAt (f := fun t => (t, p t)) T hf.hasFDerivAt hc
  have hv : ((1 : ℝ), p') = ((1 : ℝ), (0 : ℝ)) + p' • ((0 : ℝ), (1 : ℝ)) := by
    ext <;> simp
  have e : fderiv ℝ f (T, p T) (1, p') = dT f (T, p T) + dP f (T, p T) * p' := by
    rw [hv, map_add, map_smul, smul_eq_mul]
    unfold dT dP
    ring
  exact h.congr_deriv e

/-- If `G` is C² at a point of a differentiable curve `p(T)` and both first partials of `G` vanish
along the curve near that point, then `G_TT + G_Tp p' = 0`, `G_Tp + G_pp p' = 0` and
`G_TT G_pp = G_Tp²` there. -/
theorem ehrenfest {G : ℝ × ℝ → ℝ} {p : ℝ → ℝ} {p' T : ℝ}
    (hG : ContDiffAt ℝ 2 G (T, p T)) (hp : HasDerivAt p p' T)
    (hT : ∀ᶠ t in 𝓝 T, dT G (t, p t) = 0) (hP : ∀ᶠ t in 𝓝 T, dP G (t, p t) = 0) :
    dT (dT G) (T, p T) + dT (dP G) (T, p T) * p' = 0 ∧
    dT (dP G) (T, p T) + dP (dP G) (T, p T) * p' = 0 ∧
    dT (dT G) (T, p T) * dP (dP G) (T, p T) = dT (dP G) (T, p T) ^ 2 := by
  obtain ⟨d1, d2⟩ := differentiableAt_partials hG
  -- differentiate the two vanishing partials along the curve
  have h1 := (hasDerivAt_along d1 hp).unique
    ((hasDerivAt_const T (0 : ℝ)).congr_of_eventuallyEq hT)
  have h2 := (hasDerivAt_along d2 hp).unique
    ((hasDerivAt_const T (0 : ℝ)).congr_of_eventuallyEq hP)
  rw [mixed_partials hG] at h1
  -- eliminate the slope
  exact ⟨h1, h2, by linear_combination dP (dP G) (T, p T) * h1 - dT (dP G) (T, p T) * h2⟩

/-- Converse: if `G` is C², the two linear relations hold all along a differentiable curve, and both
first partials of `G` vanish at one of its points, then they vanish on the whole curve. -/
theorem ehrenfest_converse {G : ℝ × ℝ → ℝ} {p p' : ℝ → ℝ} {T₀ : ℝ}
    (hG : ContDiff ℝ 2 G) (hp : ∀ t, HasDerivAt p (p' t) t)
    (h1 : ∀ t, dT (dT G) (t, p t) + dT (dP G) (t, p t) * p' t = 0)
    (h2 : ∀ t, dT (dP G) (t, p t) + dP (dP G) (t, p t) * p' t = 0)
    (hT : dT G (T₀, p T₀) = 0) (hP : dP G (T₀, p T₀) = 0) (t : ℝ) :
    dT G (t, p t) = 0 ∧ dP G (t, p t) = 0 := by
  have a1 : ∀ s, HasDerivAt (fun t => dT G (t, p t)) 0 s := fun s =>
    (hasDerivAt_along (differentiableAt_partials hG.contDiffAt).1 (hp s)).congr_deriv
      (by rw [mixed_partials hG.contDiffAt]; exact h1 s)
  have a2 : ∀ s, HasDerivAt (fun t => dP G (t, p t)) 0 s := fun s =>
    (hasDerivAt_along (differentiableAt_partials hG.contDiffAt).2 (hp s)).congr_deriv (h2 s)
  -- a function with zero derivative keeps its value
  exact ⟨(is_const_of_deriv_eq_zero (fun s => (a1 s).differentiableAt)
      (fun s => (a1 s).deriv) t T₀).trans hT,
    (is_const_of_deriv_eq_zero (fun s => (a2 s).differentiableAt)
      (fun s => (a2 s).deriv) t T₀).trans hP⟩

/-- Ehrenfest relations `Δc = T v Δα p'` and `Δα = Δκ p'` on a second-order line, at a point where
the common volume `v` is nonzero. -/
theorem ehrenfest_phases {g₁ g₂ : ℝ × ℝ → ℝ} {p : ℝ → ℝ} {p' T : ℝ}
    (h : SecondOrderLine g₁ g₂ p p' T) (hv : volume g₁ (T, p T) ≠ 0) :
    heatCapacity g₂ (T, p T) - heatCapacity g₁ (T, p T) = T * volume g₁ (T, p T) *
      (expansivity g₂ (T, p T) - expansivity g₁ (T, p T)) * p' ∧
    expansivity g₂ (T, p T) - expansivity g₁ (T, p T) =
      (compressibility g₂ (T, p T) - compressibility g₁ (T, p T)) * p' := by
  have s1 : DifferentiableAt ℝ (entropy g₁) (T, p T) := (differentiableAt_partials h.smooth₁).1.neg
  have s2 : DifferentiableAt ℝ (entropy g₂) (T, p T) := (differentiableAt_partials h.smooth₂).1.neg
  have v1 : DifferentiableAt ℝ (volume g₁) (T, p T) := (differentiableAt_partials h.smooth₁).2
  have v2 : DifferentiableAt ℝ (volume g₂) (T, p T) := (differentiableAt_partials h.smooth₂).2
  -- entropy and volume of the two phases change at equal rates along the line
  have e1 := (hasDerivAt_along s1 h.slope).unique
    ((hasDerivAt_along s2 h.slope).congr_of_eventuallyEq h.entropy_eq)
  have e2 := (hasDerivAt_along v1 h.slope).unique
    ((hasDerivAt_along v2 h.slope).congr_of_eventuallyEq h.volume_eq)
  rw [maxwell_relation h.smooth₁, maxwell_relation h.smooth₂] at e1
  have hveq : volume g₁ (T, p T) = volume g₂ (T, p T) := h.volume_eq.self_of_nhds
  have k : volume g₁ (T, p T) * (expansivity g₂ (T, p T) - expansivity g₁ (T, p T))
      = dT (volume g₂) (T, p T) - dT (volume g₁) (T, p T) := by
    unfold expansivity
    rw [← hveq]
    field_simp
  constructor
  · change T * dT (entropy g₂) (T, p T) - T * dT (entropy g₁) (T, p T) = _
    linear_combination (-T) * e1 - T * p' * k
  · unfold expansivity compressibility
    rw [← hveq]
    linear_combination (-1 / volume g₁ (T, p T)) * e2

/-- The Prigogine-Defay ratio `Δc Δκ / (T v Δα²)` equals one on a second-order line, where `T`, the
common volume `v` and the expansivity jump `Δα` are nonzero. -/
theorem prigogine_defay {g₁ g₂ : ℝ × ℝ → ℝ} {p : ℝ → ℝ} {p' T : ℝ}
    (h : SecondOrderLine g₁ g₂ p p' T) (hT : T ≠ 0) (hv : volume g₁ (T, p T) ≠ 0)
    (hα : expansivity g₂ (T, p T) - expansivity g₁ (T, p T) ≠ 0) :
    (heatCapacity g₂ (T, p T) - heatCapacity g₁ (T, p T)) *
      (compressibility g₂ (T, p T) - compressibility g₁ (T, p T)) /
      (T * volume g₁ (T, p T) *
        (expansivity g₂ (T, p T) - expansivity g₁ (T, p T)) ^ 2) = 1 := by
  obtain ⟨h1, h2⟩ := ehrenfest_phases h hv
  rw [div_eq_one_iff_eq (mul_ne_zero (mul_ne_zero hT hv) (pow_ne_zero 2 hα))]
  linear_combination (compressibility g₂ (T, p T) - compressibility g₁ (T, p T)) * h1 -
    T * volume g₁ (T, p T) * (expansivity g₂ (T, p T) - expansivity g₁ (T, p T)) * h2

/-- Landau form: if `g` and `A` are C² and `A` vanishes along a differentiable curve near `T`, then
the curve is a second-order line between the phases `g` and `g - c A²`. -/
theorem landau_line {g A : ℝ × ℝ → ℝ} {p : ℝ → ℝ} {p' T : ℝ} (c : ℝ)
    (hg : ContDiff ℝ 2 g) (hA : ContDiff ℝ 2 A) (hp : HasDerivAt p p' T)
    (h0 : ∀ᶠ t in 𝓝 T, A (t, p t) = 0) :
    SecondOrderLine g (fun x => g x - c * A x ^ 2) p p' T := by
  -- the quadratic term has zero gradient wherever `A` vanishes
  have key : ∀ x, A x = 0 → fderiv ℝ (fun y => g y - c * A y ^ 2) x = fderiv ℝ g x := by
    intro x hx
    have a := (hA.differentiable (by norm_num) x).hasFDerivAt
    have b := (hg.differentiable (by norm_num) x).hasFDerivAt
    have h1 : HasFDerivAt (fun y => g y - c * (A y * A y))
        (fderiv ℝ g x - c • (A x • fderiv ℝ A x + A x • fderiv ℝ A x)) x :=
      b.sub ((a.mul a).const_mul c)
    simp only [hx, zero_smul, add_zero, smul_zero, sub_zero] at h1
    simp only [pow_two]
    exact h1.fderiv
  refine ⟨hg.contDiffAt, (hg.sub (contDiff_const.mul (hA.pow 2))).contDiffAt, hp, ?_, ?_⟩
  · filter_upwards [h0] with t ht
    unfold entropy dT
    rw [key _ ht]
  · filter_upwards [h0] with t ht
    unfold volume dP
    rw [key _ ht]

/-- The phases `p` and `p - c (p - T)²` have the second-order line `p = T`, with volume one and
expansivity jump `2c` on it. -/
theorem secondOrderLine_witness (c T : ℝ) :
    SecondOrderLine (fun x => x.2) (fun x => x.2 - c * (x.2 - x.1) ^ 2) (fun t => t) 1 T ∧
    volume (fun x => x.2) (T, T) = 1 ∧
    expansivity (fun x => x.2 - c * (x.2 - x.1) ^ 2) (T, T)
      - expansivity (fun x => x.2) (T, T) = 2 * c := by
  have hs : ∀ x : ℝ × ℝ, HasFDerivAt (fun y : ℝ × ℝ => y.2) (ContinuousLinearMap.snd ℝ ℝ ℝ) x :=
    fun x => hasFDerivAt_snd
  have hd : ∀ x : ℝ × ℝ, HasFDerivAt (fun y : ℝ × ℝ => y.2 - y.1)
      (ContinuousLinearMap.snd ℝ ℝ ℝ - ContinuousLinearMap.fst ℝ ℝ ℝ) x :=
    fun x => hasFDerivAt_snd.sub hasFDerivAt_fst
  have hv1 : volume (fun x => x.2) = fun _ => 1 := by
    funext x
    unfold volume dP
    rw [(hs x).fderiv]
    simp
  have hv2 : volume (fun x => x.2 - c * (x.2 - x.1) ^ 2)
      = fun x => 1 - 2 * c * (x.2 - x.1) := by
    funext x
    have h : HasFDerivAt (fun y : ℝ × ℝ => y.2 - c * ((y.2 - y.1) * (y.2 - y.1))) _ x :=
      (hs x).sub (((hd x).mul (hd x)).const_mul c)
    unfold volume dP
    simp only [pow_two]
    rw [h.fderiv]
    simp
    ring
  have hj : dT (fun x => 1 - 2 * c * (x.2 - x.1)) (T, T) = 2 * c := by
    have h : HasFDerivAt (fun y : ℝ × ℝ => 1 - 2 * c * (y.2 - y.1)) _ (T, T) :=
      ((hd (T, T)).const_mul (2 * c)).const_sub 1
    unfold dT
    rw [h.fderiv]
    simp
  refine ⟨landau_line c contDiff_snd (contDiff_snd.sub contDiff_fst) (hasDerivAt_id' T)
    (Eventually.of_forall fun t => sub_self t), by rw [hv1], ?_⟩
  unfold expansivity
  rw [hv1, hv2, hj]
  simp [dT]

end

end EhrenfestRelations
```

```lean
#print axioms EhrenfestRelations.ehrenfest
#print axioms EhrenfestRelations.ehrenfest_converse
#print axioms EhrenfestRelations.prigogine_defay
```

```
'EhrenfestRelations.ehrenfest' depends on axioms: [propext, Classical.choice, Quot.sound]
'EhrenfestRelations.ehrenfest_converse' depends on axioms: [propext, Classical.choice, Quot.sound]
'EhrenfestRelations.prigogine_defay' depends on axioms: [propext, Classical.choice, Quot.sound]
```

## The chain rule and elimination in Lean

`differentiableAt_partials` obtains differentiable first partials from the C² hypothesis. `mixed_partials` identifies the mixed derivatives with the second Fréchet derivative in two directions and uses its symmetry; `maxwell_relation` adds the sign from $s=-g_T$.

`hasDerivAt_along` is the chain rule. It splits the tangent vector $(1,p')$ into $(1,0)+p'(0,1)$ and uses linearity of the derivative.

In `ehrenfest`, each vanishing partial has two expressions for its derivative along the curve: the chain-rule formula, and zero, because the function agrees with the constant zero near `T`. Uniqueness of derivatives (`unique`) equates them. The final `linear_combination` is the elimination above, with the same multipliers $G_{pp}$ and $G_{Tp}$.

`ehrenfest_phases` works directly with the two entropies and the two volumes. Uniqueness gives `e1` and `e2`, the equal rates of change along the line, and the Maxwell relation rewrites `e1`. The auxiliary equation `k` says $v\,\Delta\alpha=v_{2,T}-v_{1,T}$, after which both jump relations are linear combinations. `prigogine_defay` clears the nonzero denominator and combines those two relations.

The converse uses `is_const_of_deriv_eq_zero` for both partials. In `landau_line`, the step `key` computes the gradient of $g-cA^2$ and shows that it equals that of $g$ wherever $A=0$; this gives equal entropy and equal volume together. The example applies this result with $A=p-T$ and then differentiates $v_2=1-2c(p-T)$ with respect to $T$ to find the jump $2c$.
